# One Friedel state per Breit–Wigner resonance

Let \(w>0\) and let the phase shift of a resonance at \(E_0\) with half-width \(w\) be
\[
\delta(E)=\frac{\pi}{2}+\arctan\frac{E-E_0}{w}.
\]
Then for every real \(E\)
\[
\sin^2\delta(E)=\frac{w^2}{(E-E_0)^2+w^2},\qquad \delta'(E)=\frac{w}{(E-E_0)^2+w^2},
\]
and \(\delta\to0\) as \(E\to-\infty\), \(\delta\to\pi\) as \(E\to+\infty\). The induced density of states \(\rho=\delta'/\pi\) is integrable, its integral up to the Fermi energy \(E_F\) is \(\delta(E_F)/\pi\), and its integral over all energies is \(1\). A sum of \(N\) such phase shifts runs from \(0\) to \(N\pi\) and has \(\int\rho\,dE=N\).

The Friedel sum rule also derives \(\rho=\delta'/\pi\) from a scattering Hamiltonian, sums over angular momentum and spin, and relates the count to the screening charge, whereas here \(\rho=\delta'/\pi\) is a definition and \(\delta\) is a given function. In multiple-scattering descriptions of electronic structure an atom enters through its phase shifts, and this simplified two-parameter form, with constant width and no background phase, models the rise of one of them through a narrow resonance.

## Derivation by hand

Introduce the reduced energy \(x=(E-E_0)/w\) and the angle \(\theta=\arctan x\in(-\pi/2,\pi/2)\), so that \(\delta=\theta+\pi/2\). With \(c=\cos\theta>0\), the relation \(\tan\theta=x\) gives \(\sin\theta=xc\), and \(\sin^2\theta+\cos^2\theta=1\) becomes \(c^2(1+x^2)=1\). The shift by \(\pi/2\) yields
\[
\sin\delta=\cos\theta=c,\qquad \cos\delta=-\sin\theta=-xc .
\]
The link between \(x\) and \(E\) that is used throughout is
\[
1+x^2=\frac{(E-E_0)^2+w^2}{w^2}.
\]

*Line shape.* We have \(\sin^2\delta=c^2=1/(1+x^2)=w^2/\big((E-E_0)^2+w^2\big)\). The denominator is positive. The value \(1\) requires \(w^2=(E-E_0)^2+w^2\), that is \(E=E_0\). The value \(1/2\) requires \(2w^2=(E-E_0)^2+w^2\), that is \((E-E_0)^2=w^2\), which for positive \(w\) means \(|E-E_0|=w\). Each step can be reversed, so \(w\) is the half-width at half maximum.

*S-matrix.* For real \(\delta\), \(S=e^{2i\delta}=(e^{i\delta})^2\) has modulus one. From \(e^{i\delta}=\cos\delta+i\sin\delta=-c\,(x-i)\) and \(1+x^2=(x-i)(x+i)\),
\[
S=c^2(x-i)^2=\frac{(x-i)^2}{(x-i)(x+i)}=\frac{x-i}{x+i}=\frac{E-E_0-iw}{E-E_0+iw}.
\]

*Derivative.* The chain rule with \(dx/dE=1/w\) gives
\[
\delta'(E)=\frac{1}{1+x^2}\cdot\frac1w=\frac{w^2}{(E-E_0)^2+w^2}\cdot\frac1w=\frac{w}{(E-E_0)^2+w^2}=L(E).
\]

*Limits.* Because \(w>0\), \(x\to\pm\infty\) as \(E\to\pm\infty\), so \(\theta\to\pm\pi/2\). Hence \(\delta\to\pi/2-\pi/2=0\) far below the resonance and \(\delta\to\pi/2+\pi/2=\pi\) far above it.

*Integrability.* The Lorentzian \(L\) is positive, and the substitution \(dE=w\,dx\) turns \(\int L\,dE\) into \(\int dx/(1+x^2)\), which is finite.

*Counting.* Let \(\delta\) be any differentiable function with integrable derivative and limits \(a\) at \(-\infty\) and \(b\) at \(+\infty\). On a finite interval \(\int_A^B\delta'\,dE=\delta(B)-\delta(A)\). Setting \(B=E_F\) and letting \(A\to-\infty\), and then letting both ends go to infinity, gives
\[
\int_{-\infty}^{E_F}\rho\,dE=\frac{\delta(E_F)-a}{\pi},\qquad\int_{-\infty}^{\infty}\rho\,dE=\frac{b-a}{\pi}.
\]
For one resonance \(a=0\) and \(b=\pi\). For \(\delta_{\rm tot}=\sum_{j=1}^N\delta_j\) the derivative is \(\sum_jL_j\), a finite sum of integrable functions, and the limits add to \(a=0\), \(b=N\pi\).

The sign of \(w\) matters. For \(w<0\) the formulas for \(\sin^2\delta\) and \(\delta'\) survive, but \(x\to\mp\infty\) as \(E\to\pm\infty\), so the phase falls from \(\pi\) to \(0\) and \(\int\rho\,dE=-1\).

## The model in Lean

```lean
import Mathlib

open Real Filter Topology MeasureTheory Set

namespace ResonancePhaseShift

noncomputable section
```

Energies, the centre `E0` and the half-width `w` are real numbers in one common unit. The phase shift is a real number and not an angle modulo \(\pi\): the principal arctangent and the offset `π / 2` fix the branch that vanishes at \(-\infty\). The full width at half maximum is \(2w\).

```lean
/-- Phase shift at energy `E` of a Breit-Wigner resonance with centre `E0` and half-width `w`. -/
def phase (E0 w E : ℝ) : ℝ := π / 2 + arctan ((E - E0) / w)
```

The Lorentzian is normalised as the derivative of the phase, without the factor \(1/\pi\).

```lean
/-- The Lorentzian `w / ((E - E0)² + w²)`. -/
def lorentzian (E0 w E : ℝ) : ℝ := w / ((E - E0) ^ 2 + w ^ 2)
```

The S-matrix of one channel is the complex number \(e^{2i\delta}\) formed from a real \(\delta\). A real phase shift means that no flux leaves the channel, so unitarity is built into the type of `δ`.

```lean
/-- One-channel S-matrix `exp (2 i δ)` belonging to a real phase shift `δ`. -/
def sMatrix (δ : ℝ) : ℂ := Complex.exp (2 * δ * Complex.I)
```

The induced density of states is defined for an arbitrary function `δ : ℝ → ℝ`. For the phase shift of one channel and one spin direction it refers to that channel and spin, and for a sum of phase shifts over several channels it is the total over them. Mathlib's `deriv` returns zero where a function has no derivative and its integral returns zero for a function that is not integrable, so the theorems state `HasDerivAt` and `Integrable` next to the values of the integrals.

```lean
/-- Induced (Friedel) density of states `δ'(E) / π` of an energy-dependent phase shift `δ`. -/
def friedelDOS (δ : ℝ → ℝ) (E : ℝ) : ℝ := deriv δ E / π
```

A family of resonances is indexed by a finite type `ι` with \(N\) = `Fintype.card ι` elements. Centres and widths are arbitrary functions of the index and may coincide, so a degenerate level is represented by repeating its parameters. The additivity of the phases is part of the definition.

```lean
/-- Total phase shift of a finite family of resonances with centres `E0 j`
and half-widths `w j`. -/
def totalPhase {ι : Type*} [Fintype ι] (E0 w : ι → ℝ) (E : ℝ) : ℝ :=
  ∑ j, phase (E0 j) (w j) E
```

No Hamiltonian, potential or wave function appears in these definitions. The energy runs over the whole real line, whereas potential scattering has a threshold below which no phase shift exists and near which the width depends on energy. There is no background phase, no inelastic channel and no mixing between channels. Three interpretations lie beyond what the theorems establish: that \(\delta'/\pi\) is the change in the level density caused by a scatterer, that \(\delta(E_F)/\pi\) is an electron number at Fermi energy \(E_F\), and that the fraction for \(S\), continued to complex \(E\), has its pole at \(E_0-iw\) for a decaying state.

## Line shape and S-matrix

The first lemma writes \(L\) in the reduced energy, in the product form that the chain rule produces. Its step `h` is the identity for \(1+x^2\). After `one_div_div` inverts that fraction, `field_simp` cancels one power of \(w\), using `hw0` and `hd` for the nonvanishing of \(w\) and of the denominator.

```lean
/-- In the reduced energy `x = (E - E0) / w` the Lorentzian is `1 / (1 + x²)` times `1 / w`. -/
theorem lorentzian_eq {w : ℝ} (hw : 0 < w) (E0 E : ℝ) :
    lorentzian E0 w E = 1 / (1 + ((E - E0) / w) ^ 2) * (1 / w) := by
  have hw0 : w ≠ 0 := hw.ne'
  have hd : (E - E0) ^ 2 + w ^ 2 ≠ 0 := by positivity
  have h : 1 + ((E - E0) / w) ^ 2 = ((E - E0) ^ 2 + w ^ 2) / w ^ 2 := by
    field_simp
    ring
  rw [h, one_div_div]
  unfold lorentzian
  field_simp
```

The line shape follows the hand calculation in a single chain of rewrites: `Real.sin_add_pi_div_two` turns \(\sin\delta\) into \(\cos\theta\), `Real.cos_sq_arctan` gives \(1/(1+x^2)\), and `h` returns to \(E\).

```lean
/-- Breit-Wigner line shape: `sin² δ(E) = w² / ((E - E0)² + w²)`. -/
theorem sin_sq_phase {w : ℝ} (hw : 0 < w) (E0 E : ℝ) :
    sin (phase E0 w E) ^ 2 = w ^ 2 / ((E - E0) ^ 2 + w ^ 2) := by
  have hw0 : w ≠ 0 := hw.ne'
  have h : 1 + ((E - E0) / w) ^ 2 = ((E - E0) ^ 2 + w ^ 2) / w ^ 2 := by
    field_simp
    ring
  unfold phase
  -- sin (π/2 + θ) = cos θ and cos² (arctan x) = 1 / (1 + x²)
  rw [add_comm (π / 2), Real.sin_add_pi_div_two, Real.cos_sq_arctan, h, one_div_div]
```

The next theorem states two equivalences for given \(E_0\), \(E\) and \(w>0\): \(\sin^2\delta=1\) if and only if \(E=E_0\), and \(\sin^2\delta=1/2\) if and only if \(|E-E_0|=w\). After the line shape is inserted, `div_eq_iff hd` clears the denominator and both conditions become linear in \((E-E_0)^2\) and \(w^2\). The passage from \(|E-E_0|^2=w^2\) to \(|E-E_0|=w\) is `sq_eq_sq₀`, which needs both sides nonnegative and so uses `hw.le`.

```lean
/-- `sin² δ` equals `1` exactly at `E = E0`, and equals `1/2` exactly at `|E - E0| = w`. -/
theorem peak_and_half_width {w : ℝ} (hw : 0 < w) (E0 E : ℝ) :
    (sin (phase E0 w E) ^ 2 = 1 ↔ E = E0) ∧
      (sin (phase E0 w E) ^ 2 = 1 / 2 ↔ |E - E0| = w) := by
  have hd : (E - E0) ^ 2 + w ^ 2 ≠ 0 := by positivity
  rw [sin_sq_phase hw]
  constructor
  · rw [div_eq_iff hd]
    constructor
    · intro h
      have h1 : (E - E0) ^ 2 = 0 := by linarith
      have h2 : E - E0 = 0 := (pow_eq_zero_iff two_ne_zero).mp h1
      linarith
    · intro h
      rw [h]
      ring
  · rw [div_eq_iff hd]
    constructor
    · intro h
      have h1 : |E - E0| ^ 2 = w ^ 2 := by
        rw [sq_abs]
        linarith
      exact (sq_eq_sq₀ (abs_nonneg _) hw.le).mp h1
    · intro h
      have h1 : (E - E0) ^ 2 = w ^ 2 := by rw [← sq_abs (E - E0), h]
      linarith
```

The theorem `sMatrix_phase` says that for real \(E\) the S-matrix has modulus one and equals \((E-E_0-iw)/(E-E_0+iw)\). The step `hS` writes \(S=(e^{i\delta})^2\), and the modulus follows from `Complex.norm_exp_ofReal_mul_I`. For the fraction, `hs` is \(\sin\theta=x\cos\theta\), and `key` collects the three relations \(c^2(1+x^2)=1\), \(\cos\delta=-xc\), \(\sin\delta=c\). The denominator cannot vanish because its imaginary part is \(w\), which is `hden`. The proof multiplies out instead of cancelling \(x-i\). With Euler's formula `hexp` and \(E-E_0=xw\), the goal is \((-xc+ic)^2(xw+iw)=xw-iw\). Treating \(i\) as a symbol, the difference of the two sides is
\[
w(x-i)\,\big[c^2(1+x^2)-1\big]+c^2w\,(i-x)\,\big[i^2+1\big],
\]
and both brackets vanish. The two prefactors are the coefficients handed to `linear_combination`.

```lean
/-- The S-matrix of the resonance has modulus one and equals
`(E - E0 - i w) / (E - E0 + i w)`. -/
theorem sMatrix_phase {w : ℝ} (hw : 0 < w) (E0 E : ℝ) :
    ‖sMatrix (phase E0 w E)‖ = 1 ∧
      sMatrix (phase E0 w E)
        = ((E : ℂ) - E0 - w * Complex.I) / ((E : ℂ) - E0 + w * Complex.I) := by
  have hw0 : w ≠ 0 := hw.ne'
  have hS : sMatrix (phase E0 w E) = Complex.exp (phase E0 w E * Complex.I) ^ 2 := by
    unfold sMatrix
    rw [sq, ← Complex.exp_add]
    congr 1
    ring
  refine ⟨by rw [hS, norm_pow, Complex.norm_exp_ofReal_mul_I, one_pow], ?_⟩
  obtain ⟨x, hx⟩ : ∃ x, x = (E - E0) / w := ⟨_, rfl⟩
  have hu : E - E0 = x * w := by
    rw [hx]
    field_simp
  have hs : sin (arctan x) = x * cos (arctan x) := by
    have h := Real.tan_arctan x
    rw [Real.tan_eq_sin_div_cos, div_eq_iff (Real.cos_arctan_pos x).ne'] at h
    exact h
  -- with c = cos (arctan x): sin δ = c, cos δ = -x c, c² (1 + x²) = 1
  have key : ∃ c : ℝ, c ^ 2 * (1 + x ^ 2) = 1 ∧ cos (phase E0 w E) = -(x * c) ∧
      sin (phase E0 w E) = c := by
    refine ⟨cos (arctan x), ?_, ?_, ?_⟩
    · have h1 : (1 + x ^ 2) ≠ 0 := by positivity
      rw [Real.cos_sq_arctan]
      field_simp
    · unfold phase
      rw [← hx, add_comm (π / 2), Real.cos_add_pi_div_two, hs]
    · unfold phase
      rw [← hx, add_comm (π / 2), Real.sin_add_pi_div_two]
  obtain ⟨c, hc, hcos, hsin⟩ := key
  have hexp : Complex.exp (phase E0 w E * Complex.I)
      = ((cos (phase E0 w E) : ℝ) : ℂ) + ((sin (phase E0 w E) : ℝ) : ℂ) * Complex.I := by
    rw [Complex.exp_mul_I, Complex.ofReal_cos, Complex.ofReal_sin]
  have hden : (E : ℂ) - E0 + w * Complex.I ≠ 0 := by
    intro h
    exact hw0 (by simpa using congrArg Complex.im h)
  have hcC : (c : ℂ) ^ 2 * (1 + (x : ℂ) ^ 2) = 1 := by exact_mod_cast hc
  have huC : (E : ℂ) - E0 = x * w := by exact_mod_cast hu
  rw [eq_div_iff hden, hS, hexp, hcos, hsin, huC]
  push_cast
  linear_combination ((w : ℂ) * (x - Complex.I)) * hcC
    + ((c : ℂ) ^ 2 * w * (Complex.I - x)) * Complex.I_sq
```

## Derivative, limits and integrability

`HasDerivAt (phase E0 w) (lorentzian E0 w E) E` says that the phase is differentiable at \(E\) with derivative \(L(E)\). The step `h1` is \(dx/dE=1/w\), `h1.arctan` is the chain rule, and `const_add` supplies the offset \(\pi/2\). The lemma `lorentzian_eq` matches the two forms of the answer.

```lean
/-- The energy derivative of the phase shift is the Lorentzian `w / ((E - E0)² + w²)`. -/
theorem hasDerivAt_phase {w : ℝ} (hw : 0 < w) (E0 E : ℝ) :
    HasDerivAt (phase E0 w) (lorentzian E0 w E) E := by
  have h1 : HasDerivAt (fun x : ℝ => (x - E0) / w) (1 / w) E :=
    ((hasDerivAt_id' E).sub_const E0).div_const w
  -- chain rule through the arctangent
  have h2 := h1.arctan.const_add (π / 2)
  rw [lorentzian_eq hw]
  exact h2
```

The filters `atBot` and `atTop` stand for \(E\to-\infty\) and \(E\to+\infty\), and `𝓝 0` for convergence to \(0\). The proof composes three limits: \(E-E_0\to-\infty\) in `h0`, division by the positive width in `h1`, and \(\arctan\to-\pi/2\) in `h2`. The hypothesis `hw` enters at `atBot_div_const`, the step that fails for negative width. Mathlib states the limit of the arctangent as a one-sided approach, and `mono_right` weakens it to an ordinary limit.

```lean
/-- Far below the resonance the phase shift tends to `0`. -/
theorem tendsto_phase_atBot {w : ℝ} (hw : 0 < w) (E0 : ℝ) :
    Tendsto (phase E0 w) atBot (𝓝 0) := by
  have h0 : Tendsto (fun E : ℝ => E - E0) atBot atBot := by
    simp only [sub_eq_add_neg]
    exact tendsto_atBot_add_const_right _ _ tendsto_id
  have h1 : Tendsto (fun E : ℝ => (E - E0) / w) atBot atBot := h0.atBot_div_const hw
  have h2 : Tendsto arctan atBot (𝓝 (-(π / 2))) :=
    Real.tendsto_arctan_atBot.mono_right nhdsWithin_le_nhds
  have h := (h2.comp h1).const_add (π / 2)
  rw [add_neg_cancel] at h
  exact h
```

The upper limit has the same structure and ends with \(\pi/2+\pi/2=\pi\), which is `add_halves`.

```lean
/-- Far above the resonance the phase shift tends to `π`. -/
theorem tendsto_phase_atTop {w : ℝ} (hw : 0 < w) (E0 : ℝ) :
    Tendsto (phase E0 w) atTop (𝓝 π) := by
  have h0 : Tendsto (fun E : ℝ => E - E0) atTop atTop := by
    simp only [sub_eq_add_neg]
    exact tendsto_atTop_add_const_right _ _ tendsto_id
  have h1 : Tendsto (fun E : ℝ => (E - E0) / w) atTop atTop := h0.atTop_div_const hw
  have h2 : Tendsto arctan atTop (𝓝 (π / 2)) :=
    Real.tendsto_arctan_atTop.mono_right nhdsWithin_le_nhds
  have h := (h2.comp h1).const_add (π / 2)
  rw [add_halves] at h
  exact h
```

`Integrable` means absolute integrability with respect to Lebesgue measure on \(\mathbb R\). The proof starts from `integrable_inv_one_add_sq`, the integrability of \(1/(1+x^2)\), and performs the substitution in three moves: `comp_div` rescales the argument by \(w\), `comp_sub_right` shifts it by \(E_0\), and `mul_const` multiplies by \(1/w\).

```lean
/-- The Lorentzian is integrable over the whole energy axis. -/
theorem integrable_lorentzian {w : ℝ} (hw : 0 < w) (E0 : ℝ) :
    Integrable (lorentzian E0 w) := by
  -- a rescaled and shifted copy of 1 / (1 + x²)
  have h := ((integrable_inv_one_add_sq.comp_div hw.ne').comp_sub_right E0).mul_const (1 / w)
  have e : lorentzian E0 w = fun x => (1 + ((x - E0) / w) ^ 2)⁻¹ * (1 / w) := by
    funext x
    rw [lorentzian_eq hw, one_div (1 + ((x - E0) / w) ^ 2)]
  rw [e]
  exact h
```

## Counting states

The theorem `friedel_count` is the general counting step and makes no reference to resonances. Its hypotheses are that `δ` has derivative `δ' E` at every energy (`hd`), that `δ'` is integrable (`hi`), and that `δ` tends to `a` and `b` at the two ends (`hbot`, `htop`). It concludes that \(\rho\) is integrable, that \(\int_{-\infty}^{E_F}\rho\,dE=(\delta(E_F)-a)/\pi\) for every \(E_F\), with `Iic EF` the half-line \((-\infty,E_F]\), and that the total integral is \((b-a)/\pi\). Integrability of the derivative does not follow from the limits: \(\sin(E^2)/\sqrt{1+E^2}\) tends to zero at both ends while its derivative keeps oscillating with amplitude near \(2\). In the proof, `hρ` replaces `deriv δ` by `δ'`. The limiting forms of the fundamental theorem of calculus are taken from Mathlib, `integral_Iic_of_hasDerivAt_of_tendsto'` for the half-line and `integral_of_hasDerivAt_of_tendsto` for the whole line, and `MeasureTheory.integral_div` moves the factor \(1/\pi\) out of the integral.

```lean
/-- For a phase shift with integrable derivative and limits `a`, `b` at `∓∞`, the induced
density of states is integrable, with integral `(δ(EF) - a) / π` up to `EF`
and `(b - a) / π` over all energies. -/
theorem friedel_count {δ δ' : ℝ → ℝ} {a b : ℝ} (hd : ∀ E, HasDerivAt δ (δ' E) E)
    (hi : Integrable δ') (hbot : Tendsto δ atBot (𝓝 a)) (htop : Tendsto δ atTop (𝓝 b)) :
    Integrable (friedelDOS δ) ∧
      (∀ EF, ∫ E in Iic EF, friedelDOS δ E = (δ EF - a) / π) ∧
      ∫ E, friedelDOS δ E = (b - a) / π := by
  have hρ : friedelDOS δ = fun E => δ' E / π := by
    funext E
    unfold friedelDOS
    rw [(hd E).deriv]
  -- fundamental theorem of calculus on a half-line and on the whole line
  have h1 : ∀ EF, ∫ E in Iic EF, δ' E / π = (δ EF - a) / π := by
    intro EF
    have h : ∫ E in Iic EF, δ' E = δ EF - a :=
      integral_Iic_of_hasDerivAt_of_tendsto' (fun x _ => hd x) hi.integrableOn hbot
    rw [MeasureTheory.integral_div, h]
  have h2 : ∫ E, δ' E / π = (b - a) / π := by
    have h : ∫ E, δ' E = b - a := integral_of_hasDerivAt_of_tendsto hd hi hbot htop
    rw [MeasureTheory.integral_div, h]
  rw [hρ]
  exact ⟨hi.div_const π, h1, h2⟩
```

The theorem for one resonance has the single hypothesis `0 < w` and seven conclusions: the formula for \(\sin^2\delta\) at every \(E\), the derivative \(w/\big((E-E_0)^2+w^2\big)\) at every \(E\), the limits \(0\) and \(\pi\), the integrability of \(\rho\), the value \(\delta(E_F)/\pi\) of its integral up to any \(E_F\), and the total integral \(1\). The first four are the lemmas already proved. The last three come from `friedel_count` with \(a=0\) and \(b=\pi\), followed by \(\pi/\pi=1\).

```lean
/-- One resonance: `sin² δ` and `δ'` have Lorentzian form and `δ` runs from `0` to `π`. The
induced density of states is integrable, with integral `δ(EF) / π` up to `EF` and `1` in total. -/
theorem one_friedel_state_per_resonance {w : ℝ} (hw : 0 < w) (E0 : ℝ) :
    (∀ E, sin (phase E0 w E) ^ 2 = w ^ 2 / ((E - E0) ^ 2 + w ^ 2)) ∧
      (∀ E, HasDerivAt (phase E0 w) (w / ((E - E0) ^ 2 + w ^ 2)) E) ∧
      Tendsto (phase E0 w) atBot (𝓝 0) ∧
      Tendsto (phase E0 w) atTop (𝓝 π) ∧
      Integrable (friedelDOS (phase E0 w)) ∧
      (∀ EF, ∫ E in Iic EF, friedelDOS (phase E0 w) E = phase E0 w EF / π) ∧
      ∫ E, friedelDOS (phase E0 w) E = 1 := by
  obtain ⟨h1, h2, h3⟩ := friedel_count (hasDerivAt_phase hw E0) (integrable_lorentzian hw E0)
    (tendsto_phase_atBot hw E0) (tendsto_phase_atTop hw E0)
  refine ⟨sin_sq_phase hw E0, hasDerivAt_phase hw E0, tendsto_phase_atBot hw E0,
    tendsto_phase_atTop hw E0, h1, fun EF => ?_, ?_⟩
  · rw [h2 EF, sub_zero]
  · rw [h3, sub_zero, div_self Real.pi_ne_zero]
```

For a finite family the hypothesis is that every width is positive, with no condition on the separation of the centres. The total phase has derivative \(\sum_jL_j(E)\), tends to \(0\) and to \(N\pi\), and its density of states is integrable with integral \(\delta_{\rm tot}(E_F)/\pi\) up to \(E_F\) and \(N\) in total. The statement says nothing about \(\sin^2\delta_{\rm tot}\) or about the S-matrix of the total phase. The four inputs of `friedel_count` are assembled term by term: `HasDerivAt.fun_sum` differentiates the sum, `integrable_finsetSum` adds the integrable Lorentzians, and `tendsto_finsetSum` adds the limits, giving \(\sum_j0=0\) and \(\sum_j\pi=N\pi\). The last rewrite is \(N\pi/\pi=N\).

```lean
/-- `N` resonances: the total phase has the sum of the Lorentzians as derivative and runs from
`0` to `N π`. Its induced density of states is integrable, with integral `δ(EF) / π` up to `EF`
and `N` in total. -/
theorem friedel_states_of_many_resonances {ι : Type*} [Fintype ι] (E0 w : ι → ℝ)
    (hw : ∀ j, 0 < w j) :
    (∀ E, HasDerivAt (totalPhase E0 w) (∑ j, lorentzian (E0 j) (w j) E) E) ∧
      Tendsto (totalPhase E0 w) atBot (𝓝 0) ∧
      Tendsto (totalPhase E0 w) atTop (𝓝 (Fintype.card ι * π)) ∧
      Integrable (friedelDOS (totalPhase E0 w)) ∧
      (∀ EF, ∫ E in Iic EF, friedelDOS (totalPhase E0 w) E = totalPhase E0 w EF / π) ∧
      ∫ E, friedelDOS (totalPhase E0 w) E = Fintype.card ι := by
  have hd : ∀ E, HasDerivAt (totalPhase E0 w) (∑ j, lorentzian (E0 j) (w j) E) E := by
    intro E
    have h : HasDerivAt (fun y => ∑ j, phase (E0 j) (w j) y)
        (∑ j, lorentzian (E0 j) (w j) E) E :=
      HasDerivAt.fun_sum fun j _ => hasDerivAt_phase (hw j) (E0 j) E
    exact h
  have hi : Integrable (fun E => ∑ j, lorentzian (E0 j) (w j) E) := by
    exact integrable_finsetSum _ fun j _ => integrable_lorentzian (hw j) (E0 j)
  -- the limits add up resonance by resonance
  have hbot : Tendsto (totalPhase E0 w) atBot (𝓝 0) := by
    have h : Tendsto (fun E => ∑ j, phase (E0 j) (w j) E) atBot (𝓝 (∑ _j : ι, (0 : ℝ))) := by
      exact tendsto_finsetSum _ fun j _ => tendsto_phase_atBot (hw j) (E0 j)
    have e : ∑ _j : ι, (0 : ℝ) = 0 := by simp
    rw [e] at h
    exact h
  have htop : Tendsto (totalPhase E0 w) atTop (𝓝 (Fintype.card ι * π)) := by
    have h : Tendsto (fun E => ∑ j, phase (E0 j) (w j) E) atTop (𝓝 (∑ _j : ι, π)) := by
      exact tendsto_finsetSum _ fun j _ => tendsto_phase_atTop (hw j) (E0 j)
    have e : ∑ _j : ι, π = Fintype.card ι * π := by simp
    rw [e] at h
    exact h
  obtain ⟨h1, h2, h3⟩ := friedel_count hd hi hbot htop
  refine ⟨hd, hbot, htop, h1, fun EF => ?_, ?_⟩
  · rw [h2 EF, sub_zero]
  · rw [h3, sub_zero, mul_div_assoc, div_self Real.pi_ne_zero, mul_one]

end

end ResonancePhaseShift
```

```lean
#print axioms ResonancePhaseShift.peak_and_half_width
#print axioms ResonancePhaseShift.sMatrix_phase
#print axioms ResonancePhaseShift.one_friedel_state_per_resonance
#print axioms ResonancePhaseShift.friedel_states_of_many_resonances
```

```
'ResonancePhaseShift.peak_and_half_width' depends on axioms: [propext, Classical.choice, Quot.sound]
'ResonancePhaseShift.sMatrix_phase' depends on axioms: [propext, Classical.choice, Quot.sound]
'ResonancePhaseShift.one_friedel_state_per_resonance' depends on axioms: [propext, Classical.choice, Quot.sound]
'ResonancePhaseShift.friedel_states_of_many_resonances' depends on axioms: [propext, Classical.choice, Quot.sound]
```
